# For a continuous, energy-independent amplitude $f(q)$ with $q|f(q)|^2$ integrable, $k^2\sigma(k)$ never decreases and tends to $2\pi\int_0^\infty q|f(q)|^2\,dq$

A total elastic cross section computed on a fixed grid in the cosine of the scattering angle can go wrong at high energy without any warning. Take a screened Coulomb potential in the first Born approximation, with amplitude $f(q)=\beta/(\mu^2+q^2)$, where $q$ is the momentum transfer, $\mu$ the inverse screening length and $\beta$ a strength that does not depend on energy. At wave number $k$ the forward peak has a width of order $\mu^2/k^2$ in this cosine, so it eventually becomes narrower than the grid spacing. If no point sits at zero angle, the computed $k^2\sigma$ falls towards zero. If one does, as in the trapezoidal rule, it grows like $k^2$. The true value rises to a finite limit.

## Cross section as an integral over momentum transfer

Let $t$ be the cosine of the scattering angle. For an amplitude that depends only on $q=k\sqrt{2(1-t)}$, the total cross section is

$$\sigma(k)=2\pi\int_{-1}^{1}\bigl|f\bigl(k\sqrt{2(1-t)}\bigr)\bigr|^2dt .$$

If $f$ is continuous on $[0,\infty)$, then for every $k\ge 0$

$$k^2\sigma(k)=2\pi\int_0^{2k}q\,|f(q)|^2\,dq .$$

If $q|f(q)|^2$ is also integrable on the half line, the limit in the title follows, and for $k>0$

$$\sigma(k)\le\frac{2\pi}{k^2}\int_0^\infty q\,|f(q)|^2\,dq .$$

## Tabulating elastic cross sections

A code that tabulates non-relativistic first Born cross sections for electrons in a fixed, spherically symmetric screened potential can integrate over $q$ instead of angle. The peak then stays at the same place in $q$ at all energies, and one cumulative integral serves the whole table. A table in which $k^2\sigma$ decreases with $k$ points to a numerical error or to an amplitude that changes with energy. Since the kinetic energy is proportional to $k^2$ in the non-relativistic case, the limit says that $\sigma$ falls as one over the energy, provided that the limit is not zero.

## Derivation by substituting for the cosine

Let the incoming and outgoing wave vectors $p$ and $p'$ both have length $k$. Then

$$|p-p'|^2=2k^2-2k^2t=k^2\cdot 2(1-t),$$

which gives the formula for $q$. For $k>0$, solve for the cosine:

$$t=1-\frac{q^2}{2k^2},\qquad dt=-\frac{q}{k^2}\,dq .$$

Forward scattering, $t=1$, corresponds to $q=0$, and backscattering, $t=-1$, to $q=2k$. Reversing the limits absorbs the minus sign:

$$\int_{-1}^{1}|f|^2dt=\frac1{k^2}\int_0^{2k}q\,|f(q)|^2dq .$$

Multiplying by $2\pi k^2$ gives the identity. At $k=0$ both sides vanish.

For $0\le a\le b$ the identity gives

$$b^2\sigma(b)-a^2\sigma(a)=2\pi\int_{2a}^{2b}q\,|f(q)|^2dq\ge 0,$$

so $k^2\sigma$ is nondecreasing. If the integrand is integrable, letting $2k\to\infty$ gives the limit. A nondecreasing function lies below its limit, which is the bound on $\sigma$.

Conversely, if $k^2\sigma(k)\le C$ for all $k>0$, the integrals over $[0,2k]$ of a nonnegative function stay below $C/(2\pi)$, so that function is integrable. Finally, differentiating at the upper limit $2k$, for $k>0$, gives

$$\frac{d}{dk}\bigl(k^2\sigma\bigr)=2\pi\cdot 2\cdot 2k\,|f(2k)|^2=8\pi k\,|f(2k)|^2 .$$

The energy dependence of the total cross section thus fixes the backscattering intensity. One factor of 2 comes from the chain rule and is readily lost.

## The Lean file

```lean
import Mathlib

open MeasureTheory Set Filter Topology

namespace BornHighEnergy

noncomputable section

/-- The momentum transfer `k √(2(1 - t))` in elastic scattering at wave number `k`, where `t` is
the cosine of the scattering angle. -/
def momentumTransfer (k t : ℝ) : ℝ := k * √(2 * (1 - t))

/-- The total cross section at wave number `k` of an amplitude `f` that depends only on the
momentum transfer: `|f|²` integrated over the solid angle. -/
def crossSection (f : ℝ → ℂ) (k : ℝ) : ℝ :=
  2 * Real.pi * ∫ t in (-1 : ℝ)..1, ‖f (momentumTransfer k t)‖ ^ 2

/-- For incoming and outgoing wave vectors of the same length `k`, the length of their difference
is the momentum transfer at the cosine of the angle between them. -/
theorem norm_sub_eq_momentumTransfer {V : Type*} [NormedAddCommGroup V] [InnerProductSpace ℝ V]
    {p p' : V} {k : ℝ} (hp : ‖p‖ = k) (hp' : ‖p'‖ = k) :
    ‖p - p'‖ = momentumTransfer k (Real.cos (InnerProductGeometry.angle p p')) := by
  have hk : 0 ≤ k := hp ▸ norm_nonneg p
  have hi := InnerProductGeometry.cos_angle_mul_norm_mul_norm p p'
  have hs := norm_sub_sq_real p p'
  rw [hp, hp'] at hi hs
  have h : ‖p - p'‖ ^ 2 =
      k ^ 2 * (2 * (1 - Real.cos (InnerProductGeometry.angle p p'))) := by
    rw [hs, ← hi]; ring
  unfold momentumTransfer
  rw [← Real.sqrt_sq (norm_nonneg (p - p')), h, Real.sqrt_mul (sq_nonneg k), Real.sqrt_sq hk]

/-- For an amplitude continuous on `[0, ∞)` and `k ≥ 0`, `k²` times the cross section is `2π` times
the integral of `q |f(q)|²` over the momentum transfers from `0` to `2k`. -/
theorem sq_mul_crossSection {f : ℝ → ℂ} (hf : ContinuousOn f (Ici 0)) {k : ℝ} (hk : 0 ≤ k) :
    k ^ 2 * crossSection f k = 2 * Real.pi * ∫ q in (0 : ℝ)..(2 * k), q * ‖f q‖ ^ 2 := by
  rcases hk.eq_or_lt with rfl | hk
  · simp
  have hk0 : k ≠ 0 := hk.ne'
  have hm : Continuous (momentumTransfer k) := by
    show Continuous (fun t : ℝ => k * √(2 * (1 - t)))
    fun_prop
  have hm0 : ∀ t, momentumTransfer k t ∈ Ici (0 : ℝ) := fun t => by
    show 0 ≤ k * √(2 * (1 - t))
    positivity
  have hg : Continuous (fun t => ‖f (momentumTransfer k t)‖ ^ 2) :=
    (hf.comp_continuous hm hm0).norm.pow 2
  -- the cosine as a function of the momentum transfer, and its derivative
  have hder : ∀ q : ℝ, HasDerivAt (fun q : ℝ => 1 - q ^ 2 / (2 * k ^ 2)) (-(q / k ^ 2)) q := by
    intro q
    refine (((hasDerivAt_pow 2 q).div_const (2 * k ^ 2)).const_sub 1).congr_deriv ?_
    show -(((2 : ℕ) : ℝ) * q ^ 1 / (2 * k ^ 2)) = -(q / k ^ 2)
    push_cast
    ring
  have hsub := intervalIntegral.integral_comp_mul_deriv (a := 0) (b := 2 * k)
    (fun q _ => hder q) (by fun_prop) hg
  have e0 : (1 : ℝ) - 0 ^ 2 / (2 * k ^ 2) = 1 := by simp
  have e1 : (1 : ℝ) - (2 * k) ^ 2 / (2 * k ^ 2) = -1 := by
    have h : (2 * k) ^ 2 / (2 * k ^ 2) = 2 := by
      rw [div_eq_iff (by positivity)]; ring
    rw [h]; norm_num
  simp only [Function.comp_def] at hsub
  rw [e0, e1, intervalIntegral.integral_symm (-1) 1] at hsub
  have hL : (∫ q in (0 : ℝ)..(2 * k),
      ‖f (momentumTransfer k (1 - q ^ 2 / (2 * k ^ 2)))‖ ^ 2 * -(q / k ^ 2)) =
      -(1 / k ^ 2) * ∫ q in (0 : ℝ)..(2 * k), q * ‖f q‖ ^ 2 := by
    rw [← intervalIntegral.integral_const_mul]
    apply intervalIntegral.integral_congr
    intro q hq
    rw [uIcc_of_le (by positivity)] at hq
    have hq' : momentumTransfer k (1 - q ^ 2 / (2 * k ^ 2)) = q := by
      have h : 2 * (1 - (1 - q ^ 2 / (2 * k ^ 2))) = (q / k) ^ 2 := by ring
      unfold momentumTransfer
      rw [h, Real.sqrt_sq (div_nonneg hq.1 hk.le)]
      field_simp
    simp only [hq']
    ring
  rw [hL] at hsub
  have hS : (∫ t in (-1 : ℝ)..1, ‖f (momentumTransfer k t)‖ ^ 2) =
      (1 / k ^ 2) * ∫ q in (0 : ℝ)..(2 * k), q * ‖f q‖ ^ 2 := by linarith
  unfold crossSection
  rw [hS]
  field_simp

/-- For an amplitude continuous on `[0, ∞)`, `k²` times the cross section never decreases as the
wave number `k ≥ 0` grows. -/
theorem monotoneOn_sq_mul_crossSection {f : ℝ → ℂ} (hf : ContinuousOn f (Ici 0)) :
    MonotoneOn (fun k => k ^ 2 * crossSection f k) (Ici 0) := by
  intro a ha b hb hab
  have ha' : 0 ≤ a := ha
  have hb' : 0 ≤ b := hb
  have hw : ContinuousOn (fun q : ℝ => q * ‖f q‖ ^ 2) (Ici 0) :=
    continuousOn_id.mul (hf.norm.pow 2)
  show a ^ 2 * crossSection f a ≤ b ^ 2 * crossSection f b
  rw [sq_mul_crossSection hf ha', sq_mul_crossSection hf hb']
  refine mul_le_mul_of_nonneg_left ?_ (by positivity)
  -- a larger range of momentum transfers and a nonnegative integrand
  refine intervalIntegral.integral_mono_interval le_rfl (by linarith) (by linarith) ?_ ?_
  · exact ae_restrict_of_forall_mem measurableSet_Ioc
      fun q hq => mul_nonneg hq.1.le (sq_nonneg _)
  · refine (hw.mono fun q hq => ?_).intervalIntegrable
    rw [uIcc_of_le (by linarith)] at hq
    exact hq.1

/-- High-energy law: if `f` is continuous on `[0, ∞)` and `q |f(q)|²` is integrable there, then `k²`
times the cross section is nondecreasing on `k ≥ 0` and tends to `2π ∫₀^∞ q |f(q)|² dq` as `k → ∞`.
-/
theorem high_energy_law {f : ℝ → ℂ} (hf : ContinuousOn f (Ici 0))
    (hi : IntegrableOn (fun q : ℝ => q * ‖f q‖ ^ 2) (Ioi 0)) :
    MonotoneOn (fun k => k ^ 2 * crossSection f k) (Ici 0) ∧
    Tendsto (fun k => k ^ 2 * crossSection f k) atTop
      (𝓝 (2 * Real.pi * ∫ q in Ioi (0 : ℝ), q * ‖f q‖ ^ 2)) := by
  refine ⟨monotoneOn_sq_mul_crossSection hf, ?_⟩
  have h2 : Tendsto (fun k : ℝ => 2 * k) atTop atTop :=
    tendsto_id.const_mul_atTop two_pos
  refine ((intervalIntegral_tendsto_integral_Ioi 0 hi h2).const_mul (2 * Real.pi)).congr' ?_
  filter_upwards [eventually_ge_atTop (0 : ℝ)] with k hk
  exact (sq_mul_crossSection hf hk).symm

/-- If `f` is continuous on `[0, ∞)` and `q |f(q)|²` is integrable there, the cross section at
every `k > 0` is at most `2π ∫₀^∞ q |f(q)|² dq` divided by `k²`. -/
theorem crossSection_le {f : ℝ → ℂ} (hf : ContinuousOn f (Ici 0))
    (hi : IntegrableOn (fun q : ℝ => q * ‖f q‖ ^ 2) (Ioi 0)) {k : ℝ} (hk : 0 < k) :
    crossSection f k ≤ (2 * Real.pi * ∫ q in Ioi (0 : ℝ), q * ‖f q‖ ^ 2) / k ^ 2 := by
  obtain ⟨hmono, hlim⟩ := high_energy_law hf hi
  rw [le_div_iff₀ (by positivity), mul_comm]
  refine ge_of_tendsto hlim ?_
  filter_upwards [eventually_ge_atTop k] with c hc
  exact hmono hk.le (hk.le.trans hc) hc

/-- Converse: if `f` is continuous on `[0, ∞)` and `k²` times the cross section stays below a
constant for all `k > 0`, then `q |f(q)|²` is integrable on the half line. -/
theorem integrableOn_of_bounded {f : ℝ → ℂ} (hf : ContinuousOn f (Ici 0)) {C : ℝ}
    (hC : ∀ k, 0 < k → k ^ 2 * crossSection f k ≤ C) :
    IntegrableOn (fun q : ℝ => q * ‖f q‖ ^ 2) (Ioi 0) := by
  have hw : ContinuousOn (fun q : ℝ => q * ‖f q‖ ^ 2) (Ici 0) :=
    continuousOn_id.mul (hf.norm.pow 2)
  have h2 : Tendsto (fun k : ℝ => 2 * k) atTop atTop :=
    tendsto_id.const_mul_atTop two_pos
  refine integrableOn_Ioi_of_intervalIntegral_norm_bounded (C / (2 * Real.pi)) 0
    (fun k => (hw.mono Icc_subset_Ici_self).integrableOn_Icc.mono_set Ioc_subset_Icc_self) h2 ?_
  filter_upwards [eventually_gt_atTop (0 : ℝ)] with k hk
  have hn : (∫ q in (0 : ℝ)..(2 * k), ‖q * ‖f q‖ ^ 2‖) =
      ∫ q in (0 : ℝ)..(2 * k), q * ‖f q‖ ^ 2 := by
    apply intervalIntegral.integral_congr
    intro q hq
    rw [uIcc_of_le (by positivity)] at hq
    exact Real.norm_of_nonneg (mul_nonneg hq.1 (sq_nonneg _))
  rw [hn, le_div_iff₀ (by positivity), mul_comm, ← sq_mul_crossSection hf hk.le]
  exact hC k hk

/-- For an amplitude continuous on `[0, ∞)` and `k > 0`, the derivative of `k²` times the cross
section with respect to `k` is `8πk |f(2k)|²`, with `f(2k)` the backscattering amplitude. -/
theorem hasDerivAt_sq_mul_crossSection {f : ℝ → ℂ} (hf : ContinuousOn f (Ici 0)) {k : ℝ}
    (hk : 0 < k) :
    HasDerivAt (fun x => x ^ 2 * crossSection f x) (8 * Real.pi * k * ‖f (2 * k)‖ ^ 2) k := by
  have hw : ContinuousOn (fun q : ℝ => q * ‖f q‖ ^ 2) (Ici 0) :=
    continuousOn_id.mul (hf.norm.pow 2)
  have h2k : 0 < 2 * k := by positivity
  have hint : IntervalIntegrable (fun q : ℝ => q * ‖f q‖ ^ 2) volume 0 (2 * k) := by
    refine (hw.mono fun q hq => ?_).intervalIntegrable
    rw [uIcc_of_le h2k.le] at hq
    exact hq.1
  -- fundamental theorem of calculus at the upper limit `2k`, then the chain rule
  have hJ := intervalIntegral.integral_hasDerivAt_right hint
    ((hw.mono Ioi_subset_Ici_self).stronglyMeasurableAtFilter isOpen_Ioi (2 * k) h2k)
    (hw.continuousAt (Ici_mem_nhds h2k))
  have hc := (hJ.comp k ((hasDerivAt_id' k).const_mul (2 : ℝ))).const_mul (2 * Real.pi)
  refine (hc.congr_of_eventuallyEq ?_).congr_deriv (by ring)
  filter_upwards [Ioi_mem_nhds hk] with x hx
  exact sq_mul_crossSection hf (le_of_lt hx)

end

end BornHighEnergy
```

```lean
#print axioms BornHighEnergy.high_energy_law
#print axioms BornHighEnergy.crossSection_le
#print axioms BornHighEnergy.integrableOn_of_bounded
#print axioms BornHighEnergy.hasDerivAt_sq_mul_crossSection
```

```
'BornHighEnergy.high_energy_law' depends on axioms: [propext, Classical.choice, Quot.sound]
'BornHighEnergy.crossSection_le' depends on axioms: [propext, Classical.choice, Quot.sound]
'BornHighEnergy.integrableOn_of_bounded' depends on axioms: [propext, Classical.choice, Quot.sound]
'BornHighEnergy.hasDerivAt_sq_mul_crossSection' depends on axioms: [propext, Classical.choice, Quot.sound]
```

## Reading the definitions and theorems

The amplitude is `f : ℝ → ℂ`, so real Born amplitudes are included. Only its values on $[0,\infty)$ matter, and `ContinuousOn f (Ici 0)` asks for continuity there. `momentumTransfer` is the length of a difference of wave vectors, without the factor $\hbar$ that the name suggests. In `crossSection` the factor $2\pi$ is the azimuthal integral, which fixes three dimensions and an amplitude independent of azimuth.

`high_energy_law` combines `MonotoneOn` on $k\ge0$ with `Tendsto` as $k\to\infty$. Its hypothesis `hi` is integrability of $q|f|^2$, a condition on the decay at large momentum transfer. It is tempting to ask for integrability of $|f|^2$ instead, but that is too weak: $f(q)=1/(1+q)$ satisfies it, while $k^2\sigma$ grows logarithmically. Lean would still assign the divergent integral the value 0, so the formula for the limit would look meaningful and be false.

## How the lemmas carry out the substitution

`norm_sub_eq_momentumTransfer` is the calculation with $p$ and $p'$; the later theorems do not use it. In `sq_mul_crossSection`, `hder` is the derivative of $t$ with respect to $q$, `integral_comp_mul_deriv` performs the substitution, and `e0` and `e1` evaluate the endpoints. The step `hq'` recovers $q$ from the square root, using $q\ge0$.

Monotonicity comes from `integral_mono_interval`, which compares integrals of a nonnegative function over nested intervals. The limit is the convergence of interval integrals to the half-line integral, evaluated at $2k$. In `crossSection_le`, `ge_of_tendsto` places the value at $k$ below the limit. `integrableOn_of_bounded` turns bounded integrals into integrability, and the last theorem combines the fundamental theorem of calculus with the chain rule.

## Where the guarantee ends

The theorems take $f$ as given; no potential or Schrödinger equation appears. The step to a real scatterer is the assumption that one function $f(q)$ serves at all energies. The non-relativistic first Born approximation for a fixed, local, spherically symmetric screened potential supplies such a function, whereas an exact amplitude generally depends on energy and angle separately. The bare Coulomb amplitude, proportional to $1/q^2$, is excluded because it diverges at $q=0$.

The results concern the integrals themselves. They give no error estimate for a quadrature rule, and `high_energy_law` states no rate of convergence. A table that passes the monotonicity check may still be inaccurate.
